# One row of a finite Hermitian matrix fixes the strength-weighted mean and variance of a hole state's lines

Should the eigenvectors of a configuration-interaction matrix enter a formal statement as given data, or be constructed from the matrix? I have to settle this for a claim about inner-hole satellites. Let $H$ be a finite Hermitian matrix in an orthonormal basis of ionic configurations, and let $e_i$ be the one with a single inner hole. Mixing spreads $e_i$ over eigenvectors $v_k$ with energies $E_k$ and strengths $w_k=|\langle e_i,v_k\rangle|^2$. I believe that

$$\sum_k w_kE_k=H_{ii},\qquad \sum_k w_k(E_k-H_{ii})^2=\sum_{j\ne i}|H_{ij}|^2 ,$$

so that the couplings of the hole state limit what its satellites can do. Can this be proved in full and checked by Lean, including a definite constraint on the satellites?

## Eigenvectors as data, Hermiticity as a consequence

Take them as data: a matrix $U$ whose columns are the $v_k$, with $U^\dagger U=1$, and real numbers $E_k$ with $Hv_k=E_kv_k$. The sum rules then hold for whatever orthonormal eigenvectors a diagonalisation returns, including any choice within a degenerate level. Nothing is lost, since the spectral theorem supplies such data for every Hermitian $H$, and the data in turn force $H$ to be Hermitian.

### From the eigenvalue equations to the moments

Write $U_{ik}=\langle e_i,v_k\rangle$, so that $w_k=|U_{ik}|^2$, and let $D$ be the diagonal matrix of the $E_k$. The eigenvalue equations, side by side, read $HU=UD$. Since $U$ is square, $U^\dagger U=1$ also gives $UU^\dagger=1$, which is completeness. Hence $H^0=UU^\dagger$, and if $H^p=UD^pU^\dagger$, then

$$H^{p+1}=H\,UD^pU^\dagger=UD\,D^pU^\dagger=UD^{p+1}U^\dagger .$$

The diagonal element in state $i$ is

$$(H^p)_{ii}=\sum_k U_{ik}E_k^p\,\overline{U_{ik}}=\sum_k w_kE_k^p .$$

For $p=0$ this says $\sum_k w_k=1$, and for $p=1$ it gives the centroid $H_{ii}$, which is therefore real. Because $D$ is real, $H=UDU^\dagger$ is Hermitian, so for $p=2$

$$\sum_k w_kE_k^2=\sum_j H_{ij}H_{ji}=\sum_j|H_{ij}|^2 .$$

Expanding the square about the centroid,

$$\sum_k w_k(E_k-H_{ii})^2=\sum_j|H_{ij}|^2-2H_{ii}^2+H_{ii}^2=\sum_{j\ne i}|H_{ij}|^2 .$$

### What a shifted main line leaves for its satellites

Call this variance $\sigma^2$ and put $\Delta_k=E_k-H_{ii}$. Pick any line $m$. Since $\sum_k w_k\Delta_k=0$, the other lines must balance it: $w_m\Delta_m=-\sum_{k\ne m}w_k\Delta_k$. The Cauchy–Schwarz inequality, applied to the numbers $\sqrt{w_k}$ and $\sqrt{w_k}\,\Delta_k$ with $k\neq m$, gives

$$w_m^2\Delta_m^2\le\Big(\sum_{k\ne m}w_k\Big)\Big(\sum_{k\ne m}w_k\Delta_k^2\Big)=(1-w_m)(\sigma^2-w_m\Delta_m^2).$$

The terms $w_m^2\Delta_m^2$ cancel, leaving

$$w_m\Delta_m^2\le(1-w_m)\,\sigma^2 .$$

A main line displaced from $H_{ii}$ thus needs strength elsewhere to balance it.

Finally, the variance is a sum of non-negative terms on both sides. It vanishes exactly when every line with $w_k\neq0$ lies at $H_{ii}$, and also exactly when every coupling $H_{ij}$ with $j\ne i$ is zero.

For example, take $H=\begin{pmatrix}16&-12\\-12&9\end{pmatrix}$, with eigenvalues $0$ and $25$. The first basis state has strengths $9/25$ and $16/25$, so the centroid is $16$ and the variance is $144=12^2$. For the stronger line, both sides of the bound equal $51.84$.

### The Lean statements in physical terms

The type `n` labels the configurations and, equally, the eigenstates; it may be any finite type. `IsEigenbasis H U E` holds the two conditions on the data: `orthonormal` is $U^\dagger U=1$, and `eigen` is the eigenvalue equation for each column. The type `E : n → ℝ` makes the energies real. `strength U i k` is $w_k$ for basis state `i`.

- `moment`, `strength_sum` and `centroid` give the moments, the total strength and the mean. `centroid` is an equation between complex numbers, so it also says that `H i i` has no imaginary part.
- `variance` is the second sum rule. It uses `(H i i).re` because the energies are real numbers, and `univ.erase i` is the set of all $j\ne i$.
- `satellite_bound` is the inequality for an arbitrary line `m`, and `no_spread_iff` is the criterion for no spread.
- `isEigenbasis_of_isHermitian` supplies the data for every Hermitian matrix, and `isEigenbasis_witness` verifies the eigenvectors of the two-level example.

The basis is orthonormal and finite, so overlapping configurations and the Auger continuum, with its line widths, are not covered. Reading $w_k$ as a relative intensity is a physical assumption: ionisation reaches only $e_i$, with the same one-electron amplitude for every line. Within such a finite orthonormal configuration-interaction model, the row $H_{ij}$ gives the mean and variance before any diagonalisation, which provides a check on a complete computed spectrum, main line and satellites together.

```lean
import Mathlib

open Matrix Finset

namespace SatelliteSumRules

variable {n : Type*} [Fintype n] [DecidableEq n]

/-- The columns of `U` are a complete orthonormal set of eigenvectors of the matrix `H`,
with real eigenvalues `E`. -/
structure IsEigenbasis (H U : Matrix n n ℂ) (E : n → ℝ) : Prop where
  orthonormal : Uᴴ * U = 1
  eigen : ∀ k, H *ᵥ (fun i => U i k) = (E k : ℂ) • (fun i => U i k)

/-- The squared modulus of the entry `U i k`. When the columns of `U` are a complete orthonormal set
of eigenvectors, this is the strength of basis state `i` in eigenstate `k`. -/
noncomputable def strength (U : Matrix n n ℂ) (i k : n) : ℝ := ‖U i k‖ ^ 2

/-- Every Hermitian matrix has a complete orthonormal set of eigenvectors with real
eigenvalues. -/
theorem isEigenbasis_of_isHermitian {H : Matrix n n ℂ} (hH : H.IsHermitian) :
    IsEigenbasis H (hH.eigenvectorUnitary : Matrix n n ℂ) hH.eigenvalues where
  orthonormal := Matrix.mem_unitaryGroup_iff'.mp hH.eigenvectorUnitary.2
  eigen := by
    intro k
    funext i
    have h := congrFun (hH.mulVec_eigenvectorBasis k) i
    simpa only [Pi.smul_apply, Complex.real_smul, smul_eq_mul,
      Matrix.IsHermitian.eigenvectorUnitary_apply] using h

/-- A coupled two-level matrix with eigenvalues 0 and 25, together with its eigenvectors. -/
theorem isEigenbasis_witness :
    IsEigenbasis !![16, -12; -12, 9] !![3/5, -4/5; 4/5, 3/5] ![0, 25] where
  orthonormal := by
    -- the entries are real, so conjugation leaves them unchanged
    have h3 : (starRingEnd ℂ) 3 = 3 := map_ofNat (starRingEnd ℂ) 3
    have h4 : (starRingEnd ℂ) 4 = 4 := map_ofNat (starRingEnd ℂ) 4
    have h5 : (starRingEnd ℂ) 5 = 5 := map_ofNat (starRingEnd ℂ) 5
    ext i j
    fin_cases i <;> fin_cases j <;>
      norm_num [Matrix.mul_apply, Fin.sum_univ_succ, Matrix.conjTranspose_apply, h3, h4, h5]
  eigen := by
    intro k
    funext i
    fin_cases k <;> fin_cases i <;>
      norm_num [Matrix.mulVec, dotProduct, Fin.sum_univ_succ]

variable {H U : Matrix n n ℂ} {E : n → ℝ}

/-- Spectral form of the powers of `H` in a complete orthonormal set of eigenvectors. -/
theorem IsEigenbasis.spectral_power (h : IsEigenbasis H U E) (p : ℕ) :
    H ^ p = U * diagonal (fun k => (E k : ℂ) ^ p) * Uᴴ := by
  have hU : U * Uᴴ = 1 := mul_eq_one_comm.mp h.orthonormal
  -- the eigenvalue equations, collected column by column
  have hHU : H * U = U * diagonal (fun k => (E k : ℂ)) := by
    ext i k
    rw [Matrix.mul_diagonal, mul_comm (U i k)]
    exact congrFun (h.eigen k) i
  induction p with
  | zero => simp [hU]
  | succ p ih =>
    rw [pow_succ', ih, ← mul_assoc, ← mul_assoc, hHU, mul_assoc U,
      Matrix.diagonal_mul_diagonal]
    simp only [pow_succ']

/-- A matrix with a complete orthonormal set of eigenvectors and real eigenvalues is
Hermitian. -/
theorem IsEigenbasis.isHermitian (h : IsEigenbasis H U E) : H.IsHermitian := by
  have hs := h.spectral_power 1
  simp only [pow_one] at hs
  have hD : (diagonal (fun k => (E k : ℂ)))ᴴ = diagonal (fun k => (E k : ℂ)) := by
    rw [Matrix.diagonal_conjTranspose]
    congr 1
    funext k
    exact Complex.conj_ofReal _
  rw [Matrix.IsHermitian, hs, Matrix.conjTranspose_mul, Matrix.conjTranspose_mul, hD,
    Matrix.conjTranspose_conjTranspose, mul_assoc]

/-- The `p`-th energy moment of the strengths of state `i` is the diagonal element of
`H ^ p` in that state. -/
theorem IsEigenbasis.moment (h : IsEigenbasis H U E) (i : n) (p : ℕ) :
    ((∑ k, strength U i k * E k ^ p : ℝ) : ℂ) = (H ^ p) i i := by
  rw [h.spectral_power p, Matrix.mul_apply, Complex.ofReal_sum]
  refine Finset.sum_congr rfl fun k _ => ?_
  have hz : U i k * star (U i k) = ((‖U i k‖ ^ 2 : ℝ) : ℂ) := by
    rw [← Complex.normSq_eq_norm_sq]
    exact Complex.mul_conj _
  rw [Matrix.mul_diagonal, Matrix.conjTranspose_apply, strength, Complex.ofReal_mul,
    Complex.ofReal_pow (E k)]
  linear_combination (-(E k : ℂ) ^ p) * hz

/-- The strengths of a basis state over all eigenstates add up to one. -/
theorem IsEigenbasis.strength_sum (h : IsEigenbasis H U E) (i : n) :
    ∑ k, strength U i k = 1 := by
  have h0 := h.moment i 0
  simp only [pow_zero, mul_one, Matrix.one_apply_eq] at h0
  exact_mod_cast h0

/-- The strength-weighted mean of the eigenvalues is the diagonal element `H i i`. -/
theorem IsEigenbasis.centroid (h : IsEigenbasis H U E) (i : n) :
    ((∑ k, strength U i k * E k : ℝ) : ℂ) = H i i := by
  simpa only [pow_one] using h.moment i 1

/-- The strength-weighted variance of the eigenvalues about `H i i` is the sum of the squared
moduli of the couplings of state `i` to all other basis states. -/
theorem IsEigenbasis.variance (h : IsEigenbasis H U E) (i : n) :
    ∑ k, strength U i k * (E k - (H i i).re) ^ 2 = ∑ j ∈ univ.erase i, ‖H i j‖ ^ 2 := by
  have h0 := h.strength_sum i
  have h1 : ∑ k, strength U i k * E k = (H i i).re := by
    rw [← h.centroid i, Complex.ofReal_re]
  -- Hermiticity turns the second moment into a sum of squared moduli
  have h2 : ∑ k, strength U i k * E k ^ 2 = ∑ j, ‖H i j‖ ^ 2 := by
    apply Complex.ofReal_injective
    rw [h.moment i 2, pow_two, Matrix.mul_apply, Complex.ofReal_sum]
    refine Finset.sum_congr rfl fun j _ => ?_
    rw [← h.isHermitian.apply j i, ← Complex.normSq_eq_norm_sq]
    exact Complex.mul_conj _
  have hd : ‖H i i‖ ^ 2 = (H i i).re ^ 2 := by
    rw [← h.centroid i, Complex.norm_real, Real.norm_eq_abs, sq_abs, Complex.ofReal_re]
  have hsplit := Finset.add_sum_erase univ (fun j => ‖H i j‖ ^ 2) (mem_univ i)
  have hexp : ∑ k, strength U i k * (E k - (H i i).re) ^ 2 =
      ∑ k, strength U i k * E k ^ 2 - 2 * (H i i).re * ∑ k, strength U i k * E k
        + (H i i).re ^ 2 * ∑ k, strength U i k := by
    rw [Finset.mul_sum, Finset.mul_sum, ← Finset.sum_sub_distrib, ← Finset.sum_add_distrib]
    exact Finset.sum_congr rfl fun k _ => by ring
  rw [hexp, h0, h1, h2]
  linarith

/-- The squared shift of line `m` from `H i i`, times its strength, is at most the strength
left for the other lines times the summed squared couplings of state `i`. -/
theorem IsEigenbasis.satellite_bound (h : IsEigenbasis H U E) (i m : n) :
    strength U i m * (E m - (H i i).re) ^ 2 ≤
      (1 - strength U i m) * ∑ j ∈ univ.erase i, ‖H i j‖ ^ 2 := by
  have h1 : ∑ k, strength U i k * E k = (H i i).re := by
    rw [← h.centroid i, Complex.ofReal_re]
  have hzero : ∑ k, strength U i k * (E k - (H i i).re) = 0 := by
    simp only [mul_sub]
    rw [Finset.sum_sub_distrib, ← Finset.sum_mul, h.strength_sum i, h1]
    ring
  -- separate line m from its satellites in all three sum rules
  have s0 := Finset.add_sum_erase univ (fun k => strength U i k) (mem_univ m)
  have s1 := Finset.add_sum_erase univ
    (fun k => strength U i k * (E k - (H i i).re)) (mem_univ m)
  have s2 := Finset.add_sum_erase univ
    (fun k => strength U i k * (E k - (H i i).re) ^ 2) (mem_univ m)
  simp only [h.strength_sum i] at s0
  simp only [hzero] at s1
  simp only [h.variance i] at s2
  -- Cauchy-Schwarz over the satellites
  have cs := Finset.sum_mul_sq_le_sq_mul_sq (univ.erase m) (fun k => ‖U i k‖)
    (fun k => ‖U i k‖ * (E k - (H i i).re))
  have e1 : ∑ k ∈ univ.erase m, ‖U i k‖ * (‖U i k‖ * (E k - (H i i).re)) =
      -(strength U i m * (E m - (H i i).re)) := by
    rw [← eq_neg_of_add_eq_zero_right s1]
    exact Finset.sum_congr rfl fun k _ => by rw [strength]; ring
  have e2 : ∑ k ∈ univ.erase m, ‖U i k‖ ^ 2 = 1 - strength U i m :=
    eq_sub_of_add_eq' s0
  have e3 : ∑ k ∈ univ.erase m, (‖U i k‖ * (E k - (H i i).re)) ^ 2 =
      ∑ j ∈ univ.erase i, ‖H i j‖ ^ 2 - strength U i m * (E m - (H i i).re) ^ 2 := by
    rw [← eq_sub_of_add_eq' s2]
    exact Finset.sum_congr rfl fun k _ => by rw [strength]; ring
  rw [e1, e2, e3] at cs
  linarith [cs]

/-- All lines that carry strength of state `i` lie at `H i i` exactly when state `i` is
coupled to no other basis state. -/
theorem IsEigenbasis.no_spread_iff (h : IsEigenbasis H U E) (i : n) :
    (∀ k, strength U i k ≠ 0 → E k = (H i i).re) ↔ ∀ j, j ≠ i → H i j = 0 := by
  have hv := h.variance i
  constructor
  · intro hk j hj
    have hz : ∑ k, strength U i k * (E k - (H i i).re) ^ 2 = 0 := by
      refine Finset.sum_eq_zero fun k _ => ?_
      by_cases hw : strength U i k = 0
      · rw [hw, zero_mul]
      · rw [hk k hw, sub_self]
        ring
    rw [hz] at hv
    have hj0 := (Finset.sum_eq_zero_iff_of_nonneg (fun j _ => sq_nonneg ‖H i j‖)).mp
      hv.symm j (Finset.mem_erase.mpr ⟨hj, mem_univ j⟩)
    exact norm_eq_zero.mp (pow_eq_zero_iff two_ne_zero |>.mp hj0)
  · intro hj k hw
    have hz : ∑ j ∈ univ.erase i, ‖H i j‖ ^ 2 = 0 := by
      refine Finset.sum_eq_zero fun j hm => ?_
      rw [hj j (Finset.ne_of_mem_erase hm), norm_zero]
      ring
    rw [hz] at hv
    have hk0 := (Finset.sum_eq_zero_iff_of_nonneg (fun k _ =>
      mul_nonneg (sq_nonneg ‖U i k‖) (sq_nonneg (E k - (H i i).re)))).mp hv k (mem_univ k)
    have hsq := (mul_eq_zero.mp hk0).resolve_left hw
    exact sub_eq_zero.mp (pow_eq_zero_iff two_ne_zero |>.mp hsq)

end SatelliteSumRules
```

```lean
#print axioms SatelliteSumRules.isEigenbasis_of_isHermitian
#print axioms SatelliteSumRules.IsEigenbasis.variance
#print axioms SatelliteSumRules.IsEigenbasis.satellite_bound
#print axioms SatelliteSumRules.IsEigenbasis.no_spread_iff
```

```
'SatelliteSumRules.isEigenbasis_of_isHermitian' depends on axioms: [propext, Classical.choice, Quot.sound]
'SatelliteSumRules.IsEigenbasis.variance' depends on axioms: [propext, Classical.choice, Quot.sound]
'SatelliteSumRules.IsEigenbasis.satellite_bound' depends on axioms: [propext, Classical.choice, Quot.sound]
'SatelliteSumRules.IsEigenbasis.no_spread_iff' depends on axioms: [propext, Classical.choice, Quot.sound]
```

### The steps of the proof in Lean

`spectral_power` collects the eigenvalue equations into `hHU`, the matrix equation $HU=UD$, and then runs the induction on $p$ shown above. `isHermitian` takes the adjoint of the case $p=1$. `moment` reads off the diagonal element; its local fact `hz` is $U_{ik}\overline{U_{ik}}=|U_{ik}|^2$.

In `variance`, `h2` is the second moment, where Hermiticity turns $H_{ij}H_{ji}$ into $|H_{ij}|^2$. The expansion of the square is `hexp`, and `hsplit` separates $j=i$ from the remaining couplings.

In `satellite_bound`, `s0`, `s1` and `s2` split line `m` off from the total strength, the vanishing first moment about $H_{ii}$ and the variance. `Finset.sum_mul_sq_le_sq_mul_sq` is Cauchy–Schwarz, used with $|U_{ik}|$ in place of $\sqrt{w_k}$. The equations `e1`, `e2` and `e3` identify its three sums, and `linarith` performs the final cancellation. `no_spread_iff` applies `Finset.sum_eq_zero_iff_of_nonneg` to one side of the variance identity for each direction.

### How orthonormality becomes completeness

The argument turns on the line `mul_eq_one_comm.mp h.orthonormal`. The hypothesis $U^\dagger U=1$ compares columns: it says that the eigenvectors are orthonormal. The proof of the sum rules uses $UU^\dagger=1$, which compares rows: it says that each basis state is fully resolved into eigenvectors. For square matrices over the complex numbers, `mul_eq_one_comm` turns either equation into the other.

Finiteness matters here. On an infinite sequence space, the shift that moves every entry one place to the right satisfies $S^\dagger S=1$, but $SS^\dagger$ sets the first entry to zero and leaves the others in place, so it is not the identity.

### Without orthogonality the sum rules can fail

Keep real eigenvalues and normalised eigenvectors, but let the eigenvectors overlap:

$$H=\begin{pmatrix}0&1\\0&1\end{pmatrix},\qquad v_0=\begin{pmatrix}1\\0\end{pmatrix},\qquad v_1=\frac1{\sqrt2}\begin{pmatrix}1\\1\end{pmatrix},$$

with $E_0=0$ and $E_1=1$. This $H$ is not Hermitian, so it is not a physical Hamiltonian; it serves only to test the hypothesis. The first basis state has strengths $1$ and $1/2$, which add up to $3/2$. The weighted energy sum is $1/2$, whereas $H_{00}=0$. The second sum rule fails as well, with $1/2$ on the left and $|H_{01}|^2=1$ on the right.
